# Rotations of a spin one-half about the z axis are unitary with determinant one

For a real angle a, the rotation of a single spin one-half about the z axis is the diagonal 2 × 2 matrix with entries exp(−ia/2) and exp(ia/2). The theorem `Rz_mem` states that this matrix lies in SU(2) for every real a, which means that it is unitary and has determinant one. The attempt first shows, entry by entry, that the adjoint of the rotation by a is the rotation by −a. Unitarity then follows because successive rotations add their angles, and the determinant is computed directly as a product of two exponentials.

The failing Lean file:

```lean
import Mathlib

open Matrix
open scoped Kronecker

namespace RzMem

noncomputable section

/-- Rotation of a spin one-half about the z axis by the angle `a`. -/
def Rz (a : ℝ) : Matrix (Fin 2) (Fin 2) ℂ :=
  !![Complex.exp (-((a : ℂ) / 2) * Complex.I), 0;
     0, Complex.exp (((a : ℂ) / 2) * Complex.I)]

/-- Successive rotations about the z axis add their angles. -/
theorem Rz_mul (a b : ℝ) : Rz a * Rz b = Rz (a + b) := by
  have h1 : Complex.exp (-(((a + b : ℝ) : ℂ) / 2) * Complex.I) =
      Complex.exp (-((a : ℂ) / 2) * Complex.I) * Complex.exp (-((b : ℂ) / 2) * Complex.I) := by
    rw [← Complex.exp_add]; congr 1; push_cast; ring
  have h2 : Complex.exp ((((a + b : ℝ) : ℂ) / 2) * Complex.I) =
      Complex.exp (((a : ℂ) / 2) * Complex.I) * Complex.exp (((b : ℂ) / 2) * Complex.I) := by
    rw [← Complex.exp_add]; congr 1; push_cast; ring
  simp only [Rz, Matrix.mul_fin_two, h1, h2]
  simp

/-- Rotations about the z axis belong to SU(2). -/
theorem Rz_mem (a : ℝ) : Rz a ∈ specialUnitaryGroup (Fin 2) ℂ := by
  have hs : star (Rz a) = Rz (-a) := by
    ext i j
    fin_cases i <;> fin_cases j <;>
      simp [Rz, Matrix.star_apply, ← Complex.exp_conj, neg_div]
  refine mem_specialUnitaryGroup_iff.mpr ⟨mem_unitaryGroup_iff.mpr ?_, ?_⟩
  · rw [hs, Rz_mul, add_neg_cancel]
    simp [Rz, Matrix.one_fin_two]
  · rw [Rz, det_fin_two_of, ← Complex.exp_add]
    simp

end

end RzMem
```

The compiler's answer:

```
Main.lean:28:37: error: unsolved goals
case «0».«0»
a : ℝ
⊢ Complex.exp (↑a / (starRingEnd ℂ) 2 * Complex.I) = Complex.exp (↑a / 2 * Complex.I)

case «1».«1»
a : ℝ
⊢ Complex.exp (-(↑a / (starRingEnd ℂ) 2 * Complex.I)) = Complex.exp (-(↑a / 2 * Complex.I))
```

The error lies in the auxiliary statement `hs`, that the adjoint of `Rz a` is `Rz (-a)`. Of the four matrix entries, `simp` closes the two off-diagonal ones and leaves the two diagonal ones. There it has moved the complex conjugation inside the exponential and down to the number 2, where it stops at `(starRingEnd ℂ) 2`. The other side has a plain `2` in that place, and this is the only difference between the two sides in both remaining goals. The mathematics is right, since 2 is real and equals its own conjugate, but this call of `simp` did not make that step.

The repair proves the missing fact as `h2`. It writes 2 as 1 + 1 and uses that conjugation preserves sums and the number one. With `h2` added to its list, `simp` replaces the conjugated 2 by 2, the two sides agree, and both diagonal goals close.

After these edits no error is left:

```diff
@@ -26,8 +26,10 @@
 /-- Rotations about the z axis belong to SU(2). -/
 theorem Rz_mem (a : ℝ) : Rz a ∈ specialUnitaryGroup (Fin 2) ℂ := by
+  have h2 : (starRingEnd ℂ) 2 = 2 := by
+    rw [← one_add_one_eq_two, map_add, map_one]
   have hs : star (Rz a) = Rz (-a) := by
     ext i j
     fin_cases i <;> fin_cases j <;>
-      simp [Rz, Matrix.star_apply, ← Complex.exp_conj, neg_div]
+      simp [Rz, Matrix.star_apply, ← Complex.exp_conj, neg_div, h2]
   refine mem_specialUnitaryGroup_iff.mpr ⟨mem_unitaryGroup_iff.mpr ?_, ?_⟩
   · rw [hs, Rz_mul, add_neg_cancel]
```
